# Power absorbed at normal incidence by a slab of continuous permittivity: 1 − |r|² − |t|² = k ∫₀ᵈ Im eps |E|² dx

A slab occupies 0 ≤ x ≤ d, with vacuum on both sides. Its relative permittivity eps(x) is complex and depends only on the depth x. Light of a single frequency arrives at normal incidence from the left, with vacuum wavenumber k > 0 and unit amplitude. With time dependence exp(−iωτ), where ω is the angular frequency (k is ω divided by the vacuum speed of light) and τ the time, the transverse electric field outside the slab is

exp(ikx) + r exp(−ikx)  for x < 0,

t exp(ik(x − d))  for x > d.

Here r and t are the complex reflected and transmitted amplitudes, and the phase of t is referred to the back face. In this convention Im eps > 0 means absorption and Im eps < 0 means gain.

In Lean 4 with Mathlib:

```lean
import Mathlib

open Set ComplexConjugate

namespace SlabAbsorption

noncomputable section
```

## The field in the slab and its matching conditions

Write F = E′ for the slope of the field. In an isotropic, non-magnetic medium with local, linear response, Maxwell's equations reduce to

E′ = F,  F′ = −k² eps E.

The tangential electric and magnetic fields are continuous at the faces, so E and F are continuous there:

E(0) = 1 + r,  F(0) = ik(1 − r),

E(d) = t,  F(d) = ikt.

The predicate `IsSlabField k d eps E F r t` collects these six conditions. The functions are defined on all of ℝ, but only their values on `Icc 0 d`, the closed interval [0, d], enter. `HasDerivWithinAt` makes the derivatives one-sided at the faces. The theorems take a field with these properties as given; they do not construct one for an arbitrary eps. Continuity of eps is a separate hypothesis, `heps`, so a stack of layers with jumps in eps is not covered, nor are oblique incidence and a substrate different from vacuum.

```lean
/-- A field `E` with slope `F` solves the Helmholtz equation in the slab `[0, d]` and matches
an incident wave of unit amplitude, a reflected wave `r` and a transmitted wave `t`. -/
structure IsSlabField (k d : ℝ) (eps E F : ℝ → ℂ) (r t : ℂ) : Prop where
  deriv_E : ∀ x ∈ Icc 0 d, HasDerivWithinAt E (F x) (Icc 0 d) x
  deriv_F : ∀ x ∈ Icc 0 d, HasDerivWithinAt F (-(k : ℂ) ^ 2 * eps x * E x) (Icc 0 d) x
  E_left : E 0 = 1 + r
  F_left : F 0 = Complex.I * k * (1 - r)
  E_right : E d = t
  F_right : F d = Complex.I * k * t
```

## Energy flux and its local balance

The time-averaged energy flux along x is proportional to

S(x) = Im(conj E(x) · F(x)).

For the incident wave alone S = k, so a flux divided by k is a fraction of the incident power.

```lean
/-- The energy flux `Im (conj E * F)` of a wave `E` with slope `F`, up to a constant factor. -/
def flux (E F : ℝ → ℂ) (x : ℝ) : ℝ := (conj (E x) * F x).im
```

Differentiating the product gives

(conj E · F)′ = |F|² + conj E · (−k² eps E) = |F|² − k² eps |E|².

The term |F|² is real, so the imaginary part is

S′ = −k² Im eps |E|².

In the proof, S is written as Re E · Im F − Im E · Re F. The helpers `re'` and `im'` differentiate real and imaginary parts, the product rule is applied to each term, and `ring` confirms the cancellation.

```lean
variable {k d : ℝ} {eps E F : ℝ → ℂ} {r t : ℂ}

/-- Local energy balance: the flux decreases at the rate `k² Im eps |E|²`. -/
theorem flux_deriv (h : IsSlabField k d eps E F r t) {x : ℝ} (hx : x ∈ Icc 0 d) :
    HasDerivWithinAt (flux E F) (-k ^ 2 * ((eps x).im * ‖E x‖ ^ 2)) (Icc 0 d) x := by
  have re' : ∀ {f : ℝ → ℂ} {f' : ℂ}, HasDerivWithinAt f f' (Icc 0 d) x →
      HasDerivWithinAt (fun y => (f y).re) f'.re (Icc 0 d) x := fun hf =>
    Complex.reCLM.hasFDerivAt.comp_hasDerivWithinAt x hf
  have im' : ∀ {f : ℝ → ℂ} {f' : ℂ}, HasDerivWithinAt f f' (Icc 0 d) x →
      HasDerivWithinAt (fun y => (f y).im) f'.im (Icc 0 d) x := fun hf =>
    Complex.imCLM.hasFDerivAt.comp_hasDerivWithinAt x hf
  have e : flux E F = fun y => (E y).re * (F y).im - (E y).im * (F y).re := by
    funext y
    simp only [flux, Complex.mul_im, Complex.conj_re, Complex.conj_im]
    ring
  have hE := h.deriv_E x hx
  have hF := h.deriv_F x hx
  rw [e]
  refine (((re' hE).mul (im' hF)).sub ((im' hE).mul (re' hF))).congr_deriv ?_
  -- the term |E'|² is real and drops out
  rw [← Complex.normSq_eq_norm_sq, Complex.normSq_apply]
  simp only [pow_two, Complex.neg_re, Complex.neg_im, Complex.mul_re, Complex.mul_im,
    Complex.ofReal_re, Complex.ofReal_im]
  ring
```

To integrate this balance we use the continuity of its right-hand side. E is continuous because it is differentiable, and eps is continuous by hypothesis, so Im eps |E|² is continuous on [0, d].

```lean
/-- If `eps` is continuous in the slab, so is the absorption density `Im eps |E|²`. -/
theorem density_continuousOn (h : IsSlabField k d eps E F r t)
    (heps : ContinuousOn eps (Icc 0 d)) :
    ContinuousOn (fun x => (eps x).im * ‖E x‖ ^ 2) (Icc 0 d) := by
  have hE : ContinuousOn E (Icc 0 d) := fun x hx => (h.deriv_E x hx).continuousWithinAt
  exact (Complex.continuous_im.comp_continuousOn heps).mul (hE.norm.pow 2)
```

For 0 ≤ a ≤ b ≤ d, the fundamental theorem of calculus gives

S(a) − S(b) = k² ∫ₐᵇ Im eps |E|² dx.

The version used in the proof asks for continuity of S on [a, b], its derivative at interior points, and integrability of that derivative.

```lean
/-- The flux lost between two depths `a ≤ b` is `k²` times the integral of `Im eps |E|²`
between them. -/
theorem flux_balance (h : IsSlabField k d eps E F r t) (heps : ContinuousOn eps (Icc 0 d))
    {a b : ℝ} (ha : 0 ≤ a) (hab : a ≤ b) (hb : b ≤ d) :
    flux E F a - flux E F b = k ^ 2 * ∫ x in a..b, (eps x).im * ‖E x‖ ^ 2 := by
  have hs : Icc a b ⊆ Icc 0 d := Icc_subset_Icc ha hb
  have hc := (density_continuousOn h heps).mono hs
  have key : ∫ x in a..b, -k ^ 2 * ((eps x).im * ‖E x‖ ^ 2) = flux E F b - flux E F a :=
    intervalIntegral.integral_eq_sub_of_hasDerivAt_of_le hab
      (fun x hx => (flux_deriv h (hs hx)).continuousWithinAt.mono hs)
      (fun x hx => (flux_deriv h (hs (Ioo_subset_Icc_self hx))).hasDerivAt
        (Icc_mem_nhds (lt_of_le_of_lt ha hx.1) (lt_of_lt_of_le hx.2 hb)))
      ((continuousOn_const.mul hc).intervalIntegrable_of_Icc hab)
  rw [intervalIntegral.integral_const_mul] at key
  linarith
```

## From the two faces to the absorbed power

At the front face the matching conditions give

conj(1 + r) · ik(1 − r) = ik(1 − |r|² + conj r − r).

Since conj r − r = −2i Im r, that part contributes the real number 2k Im r and drops out of the flux. At the back face conj t · ikt = ik|t|². Hence

S(0) = k(1 − |r|²),  S(d) = k|t|².

```lean
/-- The flux is `k (1 - |r|²)` at the front face and `k |t|²` at the back face. -/
theorem flux_faces (h : IsSlabField k d eps E F r t) :
    flux E F 0 = k * (1 - ‖r‖ ^ 2) ∧ flux E F d = k * ‖t‖ ^ 2 := by
  rw [← Complex.normSq_eq_norm_sq, ← Complex.normSq_eq_norm_sq, Complex.normSq_apply,
    Complex.normSq_apply]
  constructor
  · simp only [flux, h.E_left, h.F_left, Complex.mul_im, Complex.mul_re, Complex.conj_re,
      Complex.conj_im, Complex.add_re, Complex.add_im, Complex.sub_re, Complex.sub_im,
      Complex.one_re, Complex.one_im, Complex.I_re, Complex.I_im, Complex.ofReal_re,
      Complex.ofReal_im]
    ring
  · simp only [flux, h.E_right, h.F_right, Complex.mul_im, Complex.mul_re, Complex.conj_re,
      Complex.conj_im, Complex.I_re, Complex.I_im, Complex.ofReal_re, Complex.ofReal_im]
    ring
```

Setting a = 0 and b = d in the balance gives

k(1 − |r|² − |t|²) = k² ∫₀ᵈ Im eps |E|² dx,

and division by k > 0 yields

1 − |r|² − |t|² = k ∫₀ᵈ Im eps |E|² dx.

No sign of Im eps is assumed, so with gain both sides may be negative. In a single-frequency, normal-incidence simulation of a continuous profile, comparing the two sides tests the computed amplitudes against the computed internal field.

```lean
/-- The power missing from the reflected and transmitted waves is `k` times the integral of
`Im eps |E|²` over the slab. -/
theorem absorption_eq_integral (hk : 0 < k) (hd : 0 ≤ d) (heps : ContinuousOn eps (Icc 0 d))
    (h : IsSlabField k d eps E F r t) :
    1 - ‖r‖ ^ 2 - ‖t‖ ^ 2 = k * ∫ x in (0 : ℝ)..d, (eps x).im * ‖E x‖ ^ 2 := by
  have key := flux_balance h heps le_rfl hd le_rfl
  rw [(flux_faces h).1, (flux_faces h).2] at key
  apply mul_left_cancel₀ hk.ne'
  linear_combination key
```

## Passive slabs

The condition `hp` says that Im eps ≥ 0 at every depth: the material has no gain at this frequency. It is assumed here, not derived from a microscopic response. The integrand is then nonnegative, and therefore

|r|² + |t|² ≤ 1.

```lean
/-- A slab with `Im eps ≥ 0` reflects and transmits together at most the incident power. -/
theorem passive_bound (hk : 0 < k) (hd : 0 ≤ d) (heps : ContinuousOn eps (Icc 0 d))
    (h : IsSlabField k d eps E F r t) (hp : ∀ x ∈ Icc 0 d, 0 ≤ (eps x).im) :
    ‖r‖ ^ 2 + ‖t‖ ^ 2 ≤ 1 := by
  have h1 := absorption_eq_integral hk hd heps h
  have h2 : 0 ≤ ∫ x in (0 : ℝ)..d, (eps x).im * ‖E x‖ ^ 2 :=
    intervalIntegral.integral_nonneg hd fun x hx => mul_nonneg (hp x hx) (sq_nonneg _)
  have h3 := mul_nonneg hk.le h2
  linarith
```

## Some light always gets through

For any continuous eps, with absorption or gain, every field that satisfies the slab conditions has t ≠ 0. Let C bound |eps| on [0, d], and put

G = |E|² + |F|²,  K = 1 + k²C,

with lengths measured in a fixed unit so that the two terms of G can be added. Then

G′ = 2 Re(conj E · F) + 2 Re(conj F · (−k² eps E)) ≥ −2K |E| |F| ≥ −K G.

The last step uses (|E| − |F|)² ≥ 0. Consequently G exp(Kx) cannot decrease with x. If t = 0, then G(d) = 0, which forces G(0) = 0. So 1 + r = 0 and 1 − r = 0, and adding these gives 2 = 0.

In the code `inner ℝ` is the real part of the conjugate product. The bounds `h1` to `h5` combine into `h6`, the inequality G′ + K G ≥ 0, and `hmono` is the resulting monotonicity.

```lean
/-- For continuous `eps` and finite thickness, the transmitted amplitude of a slab field is not
zero. -/
theorem transmission_ne_zero (hk : 0 < k) (hd : 0 ≤ d) (heps : ContinuousOn eps (Icc 0 d))
    (h : IsSlabField k d eps E F r t) : t ≠ 0 := by
  intro ht
  obtain ⟨C, hC⟩ := isCompact_Icc.exists_bound_of_continuousOn heps
  have hC0 : 0 ≤ C := (norm_nonneg _).trans (hC 0 ⟨le_rfl, hd⟩)
  set K : ℝ := 1 + k ^ 2 * C with hK
  have hK0 : 0 ≤ K := by positivity
  -- Grönwall: (|E|² + |F|²) exp (K x) cannot decrease
  have hder : ∀ x ∈ Icc 0 d, HasDerivWithinAt
      (fun y => (‖E y‖ ^ 2 + ‖F y‖ ^ 2) * Real.exp (K * y))
      ((2 * inner ℝ (E x) (F x) + 2 * inner ℝ (F x) (-(k : ℂ) ^ 2 * eps x * E x))
        * Real.exp (K * x) + (‖E x‖ ^ 2 + ‖F x‖ ^ 2) * (Real.exp (K * x) * K))
      (Icc 0 d) x := by
    intro x hx
    have he : HasDerivAt (fun y => Real.exp (K * y)) (Real.exp (K * x) * K) x := by
      simpa using ((hasDerivAt_id x).const_mul K).exp
    exact ((h.deriv_E x hx).norm_sq.add (h.deriv_F x hx).norm_sq).mul he.hasDerivWithinAt
  have hmono := monotoneOn_of_hasDerivWithinAt_nonneg (convex_Icc 0 d)
    (fun x hx => (hder x hx).continuousWithinAt)
    (fun x hx => (hder x (interior_subset hx)).mono interior_subset) (by
      intro x hx
      have h1 := (abs_le.mp (abs_real_inner_le_norm (E x) (F x))).1
      have h2 := (abs_le.mp (abs_real_inner_le_norm (F x) (-(k : ℂ) ^ 2 * eps x * E x))).1
      have h3 : ‖-(k : ℂ) ^ 2 * eps x * E x‖ ≤ k ^ 2 * C * ‖E x‖ := by
        rw [norm_mul, norm_mul, norm_neg, norm_pow, Complex.norm_real, Real.norm_eq_abs,
          sq_abs]
        have := hC x (interior_subset hx)
        gcongr
      have h4 := mul_le_mul_of_nonneg_left h3 (norm_nonneg (F x))
      have h5 := mul_nonneg hK0 (sq_nonneg (‖E x‖ - ‖F x‖))
      have h6 : 0 ≤ 2 * inner ℝ (E x) (F x)
          + 2 * inner ℝ (F x) (-(k : ℂ) ^ 2 * eps x * E x)
          + (‖E x‖ ^ 2 + ‖F x‖ ^ 2) * K := by
        rw [hK] at h5 ⊢
        linarith
      have h7 := mul_nonneg h6 (Real.exp_pos (K * x)).le
      linarith)
  have h0 := hmono ⟨le_rfl, hd⟩ ⟨hd, le_rfl⟩ hd
  simp only [h.E_right, h.F_right, ht, mul_zero, norm_zero, Real.exp_zero, mul_one] at h0
  have hE : ‖E 0‖ = 0 := by nlinarith [sq_nonneg ‖E 0‖, sq_nonneg ‖F 0‖]
  have hF : ‖F 0‖ = 0 := by nlinarith [sq_nonneg ‖E 0‖, sq_nonneg ‖F 0‖]
  rw [norm_eq_zero, h.E_left] at hE
  rw [norm_eq_zero, h.F_left] at hF
  have hk' : Complex.I * (k : ℂ) ≠ 0 :=
    mul_ne_zero Complex.I_ne_zero (Complex.ofReal_ne_zero.mpr hk.ne')
  have hr := (mul_eq_zero.mp hF).resolve_left hk'
  have h2 : (2 : ℂ) = 0 := by linear_combination hE + hr
  norm_num at h2
```

In a passive slab this rules out nodes of the field. Integrating from x to the back face gives

S(x) = k|t|² + k² ∫ₓᵈ Im eps |E|² dy ≥ k|t|² > 0,

whereas E(x) = 0 would make S(x) = 0.

```lean
/-- In a slab with continuous `eps` and `Im eps ≥ 0` the field has no zeros. -/
theorem field_ne_zero (hk : 0 < k) (heps : ContinuousOn eps (Icc 0 d))
    (h : IsSlabField k d eps E F r t) (hp : ∀ x ∈ Icc 0 d, 0 ≤ (eps x).im)
    {x : ℝ} (hx : x ∈ Icc 0 d) : E x ≠ 0 := by
  intro h0
  have ht := norm_pos_iff.mpr (transmission_ne_zero hk (hx.1.trans hx.2) heps h)
  have h1 := flux_balance h heps hx.1 hx.2 le_rfl
  have h2 : 0 ≤ ∫ y in x..d, (eps y).im * ‖E y‖ ^ 2 :=
    intervalIntegral.integral_nonneg hx.2 fun y hy =>
      mul_nonneg (hp y ⟨hx.1.trans hy.1, hy.2⟩) (sq_nonneg _)
  have h3 : flux E F x = 0 := by simp [flux, h0]
  rw [h3, (flux_faces h).2] at h1
  have h4 : 0 < k * ‖t‖ ^ 2 := by positivity
  have h5 := mul_nonneg (sq_nonneg k) h2
  linarith
```

## When no power is lost

For a passive slab with d > 0,

|r|² + |t|² = 1  exactly when  Im eps = 0 throughout [0, d].

If Im eps vanishes, so does the absorption integral. Conversely, suppose Im eps(x) > 0 at some depth x. Since E(x) ≠ 0, the continuous, nonnegative integrand is positive at x. Its integral is then positive, and power is lost. The thickness must be positive because at d = 0 nothing is absorbed whatever the value of eps at that point.

```lean
/-- A slab of positive thickness with continuous `eps` and `Im eps ≥ 0` reflects and transmits
together all the incident power exactly when `Im eps` vanishes throughout. -/
theorem lossless_iff (hk : 0 < k) (hd : 0 < d) (heps : ContinuousOn eps (Icc 0 d))
    (h : IsSlabField k d eps E F r t) (hp : ∀ x ∈ Icc 0 d, 0 ≤ (eps x).im) :
    ‖r‖ ^ 2 + ‖t‖ ^ 2 = 1 ↔ ∀ x ∈ Icc 0 d, (eps x).im = 0 := by
  have key := absorption_eq_integral hk hd.le heps h
  constructor
  · intro h1 x hx
    by_contra hne
    have hpos : 0 < (eps x).im := lt_of_le_of_ne (hp x hx) (Ne.symm hne)
    have hE := norm_pos_iff.mpr (field_ne_zero hk heps h hp hx)
    have hI : 0 < ∫ y in (0 : ℝ)..d, (eps y).im * ‖E y‖ ^ 2 :=
      intervalIntegral.integral_pos hd (density_continuousOn h heps)
        (fun y hy => mul_nonneg (hp y (Ioc_subset_Icc_self hy)) (sq_nonneg _))
        ⟨x, hx, mul_pos hpos (pow_pos hE 2)⟩
    have := mul_pos hk hI
    linarith
  · intro h0
    have hz : ∫ x in (0 : ℝ)..d, (eps x).im * ‖E x‖ ^ 2 = ∫ _x in (0 : ℝ)..d, (0 : ℝ) :=
      intervalIntegral.integral_congr fun x hx => by
        rw [uIcc_of_le hd.le] at hx
        simp [h0 x hx]
    rw [hz, intervalIntegral.integral_zero, mul_zero] at key
    linarith
```

## An absorbing slab with a closed-form field

Take k = d = 1 and

eps(x) = −(x − 1)² + 2i(1 − x).

This is continuous, and its imaginary part falls linearly from 2 at the front to 0 at the back. The notation `⟨_, _⟩` lists the real and imaginary parts.

```lean
/-- A graded permittivity with real part `-(x - 1)²` and imaginary part `2 (1 - x)`. -/
def gradedEps (x : ℝ) : ℂ := ⟨-(x - 1) ^ 2, 2 * (1 - x)⟩
```

A matching field is

E(x) = c exp(x(x/2 − 1 + i)),  c = 2/(2 + i).

```lean
/-- A closed-form field for the graded permittivity. -/
def gradedField (x : ℝ) : ℂ :=
  2 / (2 + Complex.I) * Complex.exp ((x : ℂ) * ((x : ℂ) / 2 - 1 + Complex.I))
```

Its slope is F = (i + x − 1)E, and a second differentiation gives

F′ = (1 + (i + x − 1)²)E = ((x − 1)² + 2i(x − 1))E = −eps E.

At the back face F(1) = iE(1), which is the outgoing condition with t = E(1). At the front face r = c − 1, and the slope condition reads

(i − 1)c = i(2 − c),

which is equivalent to c(2 + i) = 2.

The theorem records both passivity and the scattering conditions, so the results above apply to at least one slab that really absorbs. In the proof, `hE` is the first derivative, `hc` is the relation c(2 + i) = 2, and the remaining algebra uses i² = −1.

```lean
/-- The graded slab with `k = d = 1` has `Im eps ≥ 0`, and the closed-form field solves its
scattering problem. -/
theorem gradedSlab_witness :
    (∀ x ∈ Icc (0 : ℝ) 1, 0 ≤ (gradedEps x).im) ∧
    IsSlabField 1 1 gradedEps gradedField (fun x => (Complex.I + x - 1) * gradedField x)
      (2 / (2 + Complex.I) - 1) (gradedField 1) := by
  have hy : ∀ x : ℝ, HasDerivAt (fun y : ℝ => (y : ℂ)) 1 x := fun x => by
    simpa using (hasDerivAt_id x).ofReal_comp
  have hE : ∀ x : ℝ, HasDerivAt gradedField ((Complex.I + x - 1) * gradedField x) x := by
    intro x
    have hg : HasDerivAt (fun y : ℝ => (y : ℂ) * ((y : ℂ) / 2 - 1 + Complex.I))
        (Complex.I + x - 1) x :=
      ((hy x).mul ((((hy x).div_const 2).sub_const 1).add_const Complex.I)).congr_deriv
        (by ring)
    exact (hg.cexp.const_mul (2 / (2 + Complex.I))).congr_deriv
      (by simp only [gradedField]; ring)
  have hne : (2 : ℂ) + Complex.I ≠ 0 := by
    intro h
    have := congrArg Complex.re h
    norm_num at this
  have hc : 2 / (2 + Complex.I) * (2 + Complex.I) = 2 := div_mul_cancel₀ 2 hne
  have h0 : gradedField 0 = 2 / (2 + Complex.I) := by simp [gradedField]
  refine ⟨fun x hx => ?_, fun x _ => (hE x).hasDerivWithinAt, fun x _ => ?_, ?_, ?_, rfl, ?_⟩
  · change 0 ≤ 2 * (1 - x)
    linarith [hx.2]
  · refine HasDerivAt.hasDerivWithinAt
      (((((hy x).const_add Complex.I).sub_const 1).mul (hE x)).congr_deriv ?_)
    rw [gradedEps, Complex.mk_eq_add_mul_I]
    push_cast
    linear_combination gradedField x * Complex.I_sq
  · rw [h0]
    ring
  · simp only [h0, Complex.ofReal_zero, Complex.ofReal_one]
    linear_combination Complex.I * hc - 2 / (2 + Complex.I) * Complex.I_sq
  · simp only [Complex.ofReal_one]
    ring

end

end SlabAbsorption
```

```lean
#print axioms SlabAbsorption.density_continuousOn
#print axioms SlabAbsorption.passive_bound
#print axioms SlabAbsorption.lossless_iff
```

```
'SlabAbsorption.density_continuousOn' depends on axioms: [propext, Classical.choice, Quot.sound]
'SlabAbsorption.passive_bound' depends on axioms: [propext, Classical.choice, Quot.sound]
'SlabAbsorption.lossless_iff' depends on axioms: [propext, Classical.choice, Quot.sound]
```
